# Trace moments and first high-temperature coefficients of the spin-1/2 Heisenberg model

At high temperature, the susceptibility of a magnet departs from Curie's law by an amount that depends on its exchange couplings. For the spin-1/2 Heisenberg model, the leading correction gives the sum of the couplings, and hence the coupling strength if a known number of bonds share one value. The convention for counting bonds matters: reading a sum over $i<j$ as a sum over all ordered pairs changes the inferred coupling by a factor of two. The coefficients follow from a few traces, computed below.

## Three traces from single-site algebra

Take $N$ spins 1/2 with $\hbar=1$, spin components $S_i^a$ with $a\in\{x,y,z\}$, real couplings $J_{ij}$, and
$$H=\sum_{i<j}J_{ij}\,\mathbf S_i\cdot\mathbf S_j,\qquad S_z=\sum_i S_i^z .$$
Then
$$\operatorname{tr}H=0,\qquad \operatorname{tr}H^2=\tfrac{3}{16}2^N\sum_{i<j}J_{ij}^2,\qquad \operatorname{tr}(S_z^2H)=\tfrac{2^N}{8}\sum_{i<j}J_{ij}.$$

The trace of a tensor product is the product of the site traces. On one site, the spin matrices $s^a$ satisfy $\operatorname{tr}s^a=0$ and $\operatorname{tr}(s^as^b)=\tfrac12\delta_{ab}$, while the identity has trace 2. Hence
$$\operatorname{tr}(S_i^aS_j^b)=\tfrac{2^N}{4}\delta_{ij}\delta_{ab}.$$
Every term of $H$ has $i\neq j$, so $\operatorname{tr}H=0$.

For four spins with $i\ne j$, a site that occurs only once gives a factor zero. Both $i$ and $j$ must therefore reappear among $k,l$, and each of the two sites contributes $\tfrac12$ where the identity would give 2:
$$\operatorname{tr}(S_i^aS_j^bS_k^cS_l^d)=\tfrac{2^N}{16}\left(\delta_{ik}\delta_{jl}\delta_{ac}\delta_{bd}+\delta_{il}\delta_{jk}\delta_{ad}\delta_{bc}\right).$$

In $\operatorname{tr}[(\mathbf S_i\cdot\mathbf S_j)(\mathbf S_k\cdot\mathbf S_l)]$ with $i<j$ and $k<l$, the second matching would require $i=l$ and $j=k$, which contradicts the ordering. The first requires equal bonds and equal components, and the three components give $3\cdot2^N/16$. Summing over pairs of bonds yields $\operatorname{tr}H^2$.

In $\operatorname{tr}(S_z^2\,\mathbf S_i\cdot\mathbf S_j)$ only the $z$ component survives, and the double sum in $S_z^2$ meets the bond twice, as $(i,j)$ and as $(j,i)$. This gives $2\cdot2^N/16=2^N/8$ per bond.

## From traces to thermal averages

Let $\beta$ be the inverse temperature, with $k_B=1$, and $\langle A\rangle_\beta=\operatorname{tr}(Ae^{-\beta H})/\operatorname{tr}e^{-\beta H}$. At $\beta=0$ the denominator is $2^N$ and its derivative is $-\operatorname{tr}H=0$, so the quotient rule leaves
$$\frac{d}{d\beta}\langle A\rangle_\beta\Big|_{0}=-\frac{\operatorname{tr}(AH)}{2^N}.$$
Since $\operatorname{tr}S_z^2=N2^N/4$, it follows that
$$\langle S_z^2\rangle_0=\frac N4,\qquad \frac{d\langle S_z^2\rangle}{d\beta}\Big|_0=-\frac18\sum_{i<j}J_{ij},\qquad \frac{d\langle H\rangle}{d\beta}\Big|_0=-\frac3{16}\sum_{i<j}J_{ij}^2 .$$

In units with $g\mu_B=1$, where the magnetisation is $S_z$ up to sign, the zero-field susceptibility is $\chi=\beta\langle S_z^2\rangle$, because $S_z$ commutes with $H$ and has zero mean by spin-rotation symmetry. For $N\ge1$, matching it through order $\beta^2$ to $\chi\approx (N/4)/(T-\theta)$ gives the Curie-Weiss temperature $\theta=-\sum_{i<j}J_{ij}/(2N)$; the susceptibility formula and this conversion are not part of the Lean file.

**Two spins with $J=2$.** The singlet has energy $-\tfrac32$ and the three triplet states have energy $\tfrac12$. Thus $\operatorname{tr}H=0$ and $\operatorname{tr}H^2=\tfrac94+\tfrac34=3=\tfrac3{16}\cdot4\cdot4$. Two triplet states have $S_z^2=1$ and the other states have $S_z^2=0$, so $\operatorname{tr}(S_z^2H)=1=\tfrac48\cdot2$. The exact average $\langle S_z^2\rangle_\beta=2/(3+e^{2\beta})$ starts at $\tfrac12$ with slope $-\tfrac14$, as the general formulas require.

For finite spin-1/2 Heisenberg clusters in zero field, these coefficients provide a small-$\beta$ check on exact diagonalisation or Monte Carlo results.

## Spins and Hamiltonian as matrices

```lean
import Mathlib

open Matrix

namespace HeisenbergHighTemperature

noncomputable section
```

A basis state assigns 0 or 1 to each site, and an operator is a complex matrix indexed by two such configurations. Sites are numbered from 0 to $N-1$.

```lean
/-- Operators on the state space of `N` spins 1/2, as matrices in the configuration basis. -/
abbrev Op (N : ℕ) := Matrix (Fin N → Fin 2) (Fin N → Fin 2) ℂ
```

The components $x,y,z$ are numbered 0, 1, 2.

```lean
/-- The three spin-1/2 matrices (x, y, z components, with ħ = 1). -/
def spinHalf (a : Fin 3) : Matrix (Fin 2) (Fin 2) ℂ :=
  ![!![0, 1/2; 1/2, 0], !![0, -Complex.I/2; Complex.I/2, 0], !![1/2, 0; 0, -1/2]] a
```

An entry of a product operator is the product of its single-site entries.

```lean
/-- The tensor product of one single-spin operator per site. -/
def productOp {N : ℕ} (A : Fin N → Matrix (Fin 2) (Fin 2) ℂ) : Op N :=
  Matrix.of fun σ τ => ∏ k, A k (σ k) (τ k)
```

The spin at site `i` is obtained by replacing the identity there with a spin matrix.

```lean
/-- The component `a` of the spin at site `i`, acting as the identity on all other sites. -/
def spin {N : ℕ} (i : Fin N) (a : Fin 3) : Op N :=
  productOp (Function.update (1 : Fin N → Matrix (Fin 2) (Fin 2) ℂ) i (spinHalf a))

/-- The scalar product `S_i · S_j` of two spins. -/
def dotSpin {N : ℕ} (i j : Fin N) : Op N := ∑ a, spin i a * spin j a
```

Each bond is counted once, with the smaller site first.

```lean
/-- The pairs of sites `i < j`. -/
def bonds (N : ℕ) : Finset (Fin N × Fin N) := Finset.univ.filter fun p => p.1 < p.2
```

Only the values `J i j` with `i < j` enter the Hamiltonian, so no symmetry of `J` is needed. Real couplings make $H$ Hermitian; the trace algebra itself does not use their reality.

```lean
/-- The Heisenberg Hamiltonian `∑_{i<j} J_ij S_i · S_j`. -/
def heisenberg {N : ℕ} (J : Fin N → Fin N → ℝ) : Op N :=
  ∑ p ∈ bonds N, (J p.1 p.2 : ℂ) • dotSpin p.1 p.2

/-- The z component of the total spin. -/
def totalSz (N : ℕ) : Op N := ∑ i, spin i 2
```

The thermal average uses the full matrix exponential. Its type in Lean is complex, but its value is real when $H$ and $A$ are Hermitian.

```lean
/-- The thermal average of `A` in the Gibbs state of `H` at inverse temperature `β`. -/
def thermalAvg {N : ℕ} (H A : Op N) (β : ℝ) : ℂ :=
  trace (A * NormedSpace.exp ((-β) • H)) / trace (NormedSpace.exp ((-β) • H))
```

## Traces of two and four spins

The single-site relations are checked component by component.

```lean
/-- The spin-1/2 matrices are traceless, and the trace of a product of two of them is 1/2 if the
components agree and zero otherwise. -/
theorem spinHalf_trace (a b : Fin 3) : trace (spinHalf a) = 0 ∧
    trace (spinHalf a * spinHalf b) = if a = b then 1/2 else 0 := by
  constructor
  · fin_cases a <;> simp [spinHalf, Matrix.trace_fin_two]
    ring
  · fin_cases a <;> fin_cases b <;>
      simp [spinHalf, Matrix.trace_fin_two] <;>
      norm_num [Complex.ext_iff]
```

In the next two proofs, `Finset.prod_univ_sum` exchanges a sum over configurations of products with a product over sites of sums. This is the factorisation used in the derivation.

```lean
/-- Product operators multiply site by site. -/
theorem productOp_mul {N : ℕ} (A B : Fin N → Matrix (Fin 2) (Fin 2) ℂ) :
    productOp A * productOp B = productOp fun k => A k * B k := by
  ext σ τ
  simp only [productOp, Matrix.mul_apply, Matrix.of_apply]
  rw [Finset.prod_univ_sum, Fintype.piFinset_univ]
  simp only [Finset.prod_mul_distrib]

/-- The trace of a product operator is the product of the single-site traces. -/
theorem trace_productOp {N : ℕ} (A : Fin N → Matrix (Fin 2) (Fin 2) ℂ) :
    trace (productOp A) = ∏ k, trace (A k) := by
  simp only [productOp, Matrix.trace, Matrix.diag_apply, Matrix.of_apply]
  rw [Finset.prod_univ_sum, Fintype.piFinset_univ]
```

Two spins at different sites commute because at each site at least one of the two factors is the identity.

```lean
/-- Spin components at different sites commute. -/
theorem spin_comm {N : ℕ} {i j : Fin N} (h : i ≠ j) (a b : Fin 3) :
    spin i a * spin j b = spin j b * spin i a := by
  simp only [spin, productOp_mul]
  congr 1
  funext m
  by_cases hm : m = i
  · subst hm
    simp [h]
  · simp [Function.update_apply, hm]
```

For equal sites, the proof writes every site trace as 2 times a correction, which is $\tfrac14$ or 0 at site `i` and 1 elsewhere. For different sites, the factor at `i` vanishes.

```lean
/-- The trace of two spin components is `2^N/4` if site and component agree, and zero otherwise. -/
theorem trace_two_spins {N : ℕ} (i j : Fin N) (a b : Fin 3) :
    trace (spin i a * spin j b) = if i = j ∧ a = b then (2:ℂ)^N/4 else 0 := by
  have T1 := fun a => (spinHalf_trace a a).1
  have T2 := fun a b => (spinHalf_trace a b).2
  simp only [spin, productOp_mul, trace_productOp]
  by_cases h : i = j
  · subst h
    have site : ∀ m, trace (Function.update (1 : Fin N → Matrix (Fin 2) (Fin 2) ℂ) i
        (spinHalf a) m * Function.update (1 : Fin N → Matrix (Fin 2) (Fin 2) ℂ) i
        (spinHalf b) m) = 2 * (if m = i then (if a = b then 1/4 else 0) else 1) := by
      intro m
      by_cases hm : m = i <;> by_cases hab : a = b <;>
        simp [hm, hab, T2]
      norm_num
    simp only [site, Finset.prod_mul_distrib, Finset.prod_const, Finset.card_univ,
      Fintype.card_fin, Finset.prod_ite_eq', Finset.mem_univ, if_true]
    by_cases hab : a = b <;> simp [hab]
    ring
  · rw [if_neg (fun h' => h h'.1)]
    exact Finset.prod_eq_zero (Finset.mem_univ i) (by simp [h, T1])
```

The four-spin proof has two ingredients: `lone` disposes of a site that occurs once, and `pair` evaluates two sites that each occur twice. The case distinction on `k` and `l` reduces everything to these, with `spin_comm` bringing the factors into the required order.

```lean
/-- For `i ≠ j`, the trace of four spin components gets `2^N/16` from each way of matching the
first two with the last two in site and component. -/
theorem trace_four_spins {N : ℕ} {i j : Fin N} (hij : i ≠ j) (k l : Fin N) (a b c d : Fin 3) :
    trace (spin i a * spin j b * (spin k c * spin l d)) =
      (if i = k ∧ j = l ∧ a = c ∧ b = d then (2:ℂ)^N/16 else 0) +
      (if i = l ∧ j = k ∧ a = d ∧ b = c then (2:ℂ)^N/16 else 0) := by
  have T1 := fun a => (spinHalf_trace a a).1
  have T2 := fun a b => (spinHalf_trace a b).2
  -- a site that occurs only once contributes a vanishing factor
  have lone : ∀ (i j k l : Fin N) (a b c d : Fin 3), i ≠ j → i ≠ k → i ≠ l →
      trace (spin i a * spin j b * (spin k c * spin l d)) = 0 := by
    intro i j k l a b c d h1 h2 h3
    simp only [spin, productOp_mul, trace_productOp]
    exact Finset.prod_eq_zero (Finset.mem_univ i)
      (by simp [Function.update_apply, h1, h2, h3, T1])
  -- two sites that both occur twice
  have pair : ∀ c d : Fin 3, trace (spin i a * spin j b * (spin i c * spin j d)) =
      if a = c ∧ b = d then (2:ℂ)^N/16 else 0 := by
    intro c d
    simp only [spin, productOp_mul, trace_productOp]
    rw [Finset.prod_congr rfl (g := fun m => 2 *
      (if m = i then (if a = c then (1/4 : ℂ) else 0) else 1) *
      (if m = j then (if b = d then (1/4 : ℂ) else 0) else 1))]
    · simp only [Finset.prod_mul_distrib, Finset.prod_const, Finset.card_univ,
        Fintype.card_fin, Finset.prod_ite_eq', Finset.mem_univ, if_true]
      by_cases hac : a = c <;> by_cases hbd : b = d <;> simp [hac, hbd] <;> ring
    · intro m _
      by_cases hm : m = i
      · by_cases hac : a = c <;> simp [Function.update_apply, hm, hij, hac, T2] <;> norm_num
      · by_cases hj : m = j <;> by_cases hbd : b = d <;>
          simp [Function.update_apply, hm, hj, hij.symm, hbd, T2] <;> norm_num
  by_cases h1 : i = k
  · subst h1
    by_cases h2 : j = l
    · subst h2
      rw [pair]
      simp [hij]
    · rw [spin_comm hij, lone _ _ _ _ _ _ _ _ hij.symm hij.symm h2]
      simp [h2, hij.symm]
  · by_cases h3 : i = l
    · subst h3
      by_cases h4 : j = k
      · subst h4
        rw [spin_comm hij.symm c d, pair]
        simp [hij]
      · rw [spin_comm hij, lone _ _ _ _ _ _ _ _ hij.symm h4 hij.symm]
        simp [h1, h4]
    · rw [lone _ _ _ _ _ _ _ _ hij h1 h3]
      simp [h1, h3]
```

## Summing over bonds

The statement `hn` excludes the reversed matching by the ordering of the sites. For equal bonds, the sum over components supplies the factor 3.

```lean
/-- Different bonds are orthogonal under the trace, and `tr (S_i · S_j)² = (3/16) 2^N`. -/
theorem trace_dot_mul_dot {N : ℕ} {p q : Fin N × Fin N} (hp : p.1 < p.2) (hq : q.1 < q.2) :
    trace (dotSpin p.1 p.2 * dotSpin q.1 q.2) = if p = q then 3/16 * (2:ℂ)^N else 0 := by
  have hn : ¬ (p.1 = q.2 ∧ p.2 = q.1) := by
    rintro ⟨h1, h2⟩
    rw [h1, h2] at hp
    exact lt_asymm hp hq
  simp only [dotSpin, Finset.sum_mul_sum, Matrix.trace_sum, trace_four_spins hp.ne]
  by_cases h : p = q
  · subst h
    simp [hp.ne]
    ring
  · rw [if_neg h]
    refine Finset.sum_eq_zero fun a _ => Finset.sum_eq_zero fun b _ => ?_
    rw [if_neg (fun h' => h (Prod.ext h'.1 h'.2.1)), if_neg (fun h' => hn ⟨h'.1, h'.2.1⟩),
      add_zero]
```

The three moments follow in turn. The first uses the two-spin trace. The second keeps only the diagonal of the double sum over bonds. The third uses cyclicity of the trace to put $H$ first, so that the four-spin formula applies with its condition $i\ne j$; `key` is the value $2^N/8$ per bond.

```lean
/-- The Heisenberg Hamiltonian has `tr H = 0`, `tr H² = (3/16) 2^N ∑ J_ij²` and
`tr (S_z² H) = 2^N (∑ J_ij)/8`, with sums over `i < j`. -/
theorem heisenberg_moments {N : ℕ} (J : Fin N → Fin N → ℝ) :
    trace (heisenberg J) = 0 ∧
    trace (heisenberg J * heisenberg J) =
      3/16 * (2:ℂ)^N * ∑ p ∈ bonds N, (J p.1 p.2 : ℂ)^2 ∧
    trace (totalSz N * totalSz N * heisenberg J) =
      (2:ℂ)^N / 8 * ∑ p ∈ bonds N, (J p.1 p.2 : ℂ) := by
  have lt : ∀ p ∈ bonds N, p.1 < p.2 := fun p hp => (Finset.mem_filter.1 hp).2
  refine ⟨?_, ?_, ?_⟩
  · rw [heisenberg, Matrix.trace_sum]
    refine Finset.sum_eq_zero fun p hp => ?_
    simp [dotSpin, Matrix.trace_smul, Matrix.trace_sum, trace_two_spins, (lt p hp).ne]
  · -- only the diagonal terms of the double sum over bonds survive
    rw [heisenberg, Finset.sum_mul_sum, Matrix.trace_sum, Finset.mul_sum]
    refine Finset.sum_congr rfl fun p hp => ?_
    rw [Matrix.trace_sum, Finset.sum_eq_single_of_mem p hp]
    · rw [Matrix.smul_mul, Matrix.mul_smul, Matrix.trace_smul, Matrix.trace_smul,
        trace_dot_mul_dot (lt p hp) (lt p hp), if_pos rfl, smul_eq_mul, smul_eq_mul]
      ring
    · intro q hq hqp
      rw [Matrix.smul_mul, Matrix.mul_smul, Matrix.trace_smul, Matrix.trace_smul,
        trace_dot_mul_dot (lt p hp) (lt q hq), if_neg hqp.symm, smul_zero, smul_zero]
  · -- each bond is met twice in the double sum of `S_z²`
    have key : ∀ i j : Fin N, i ≠ j →
        trace (dotSpin i j * (totalSz N * totalSz N)) = (2:ℂ)^N / 8 := by
      intro i j hij
      simp only [dotSpin, totalSz, Finset.sum_mul, Finset.mul_sum, Matrix.trace_sum,
        trace_four_spins hij]
      simp [ite_and, Finset.sum_add_distrib, Finset.sum_ite_irrel]
      ring
    rw [Matrix.trace_mul_comm, heisenberg, Finset.sum_mul, Matrix.trace_sum, Finset.mul_sum]
    refine Finset.sum_congr rfl fun p hp => ?_
    rw [Matrix.smul_mul, Matrix.trace_smul, key _ _ (lt p hp).ne, smul_eq_mul]
    ring
```

## The derivative at infinite temperature

Here `key` differentiates $\operatorname{tr}(Be^{-\beta H})$ at $\beta=0$ for any $B$, by composing the derivative of the exponential with the linear map $X\mapsto\operatorname{tr}(BX)$. Taking $B=A$ gives the numerator and $B=1$ the denominator, and the quotient rule combines them.

```lean
/-- For a traceless Hamiltonian, the thermal average of `A` has `β`-derivative `-tr(A H)/2^N`
at infinite temperature. -/
theorem thermalAvg_hasDerivAt {N : ℕ} {H : Op N} (hH : trace H = 0) (A : Op N) :
    HasDerivAt (thermalAvg H A) (-trace (A * H) / (2:ℂ)^N) 0 := by
  have key : ∀ B : Op N, HasDerivAt
      (fun β : ℝ => trace (B * NormedSpace.exp ((-β) • H))) (-trace (B * H)) 0 := by
    intro B
    letI : NormedRing (Op N) := Matrix.linftyOpNormedRing
    letI : NormedAlgebra ℝ (Op N) := Matrix.linftyOpNormedAlgebra
    have h := hasDerivAt_exp_smul_const (𝕂 := ℝ) (-H) (0 : ℝ)
    let L : Op N →ₗ[ℝ] ℂ := (Matrix.traceLinearMap _ ℝ ℂ).comp (LinearMap.mulLeft ℝ B)
    have h2 := (LinearMap.toContinuousLinearMap L).hasFDerivAt.comp_hasDerivAt (0 : ℝ) h
    convert h2 using 1
    · rfl
    · funext β
      have e : (-β) • H = β • (-H) := by rw [neg_smul, smul_neg]
      first
        | exact congrArg (fun X : Op N => trace (B * NormedSpace.exp X)) e
        | simp [L]
    · simp [L]
      have e : -trace (B * H) = trace (B * (-H)) := by
        rw [mul_neg, Matrix.trace_neg]
      exact e
  have hZ : HasDerivAt (fun β : ℝ => trace (NormedSpace.exp ((-β) • H))) 0 0 := by
    simpa [hH] using key 1
  have hZ0 : trace (NormedSpace.exp ((-(0:ℝ)) • H)) = (2:ℂ)^N := by
    simp [Matrix.trace_one]
  have h2 : (2:ℂ)^N ≠ 0 := pow_ne_zero N two_ne_zero
  have hq := (key A).fun_div hZ (by rw [hZ0]; exact h2)
  refine HasDerivAt.congr_deriv hq ?_
  rw [hZ0]
  field_simp
  simp
```

The hypothesis `trace H = 0` matters. For $H=c\,\mathbb 1$ with real $c\neq0$ and $A=\mathbb 1$, the average is 1 at every temperature and its derivative is 0, whereas the formula would give $-c$. Subtracting the constant $\operatorname{tr}H/2^N$ from the Hamiltonian leaves the thermal average of every fixed operator $A$ unchanged and makes the theorem applicable.

The final theorem inserts $A=S_z^2$ and $A=H$, and evaluates $\langle S_z^2\rangle_0$ from the two-spin trace. `HasDerivAt` states that the derivative exists and has the given value. The theorem concerns the point $\beta=0$ for a fixed finite $N$: it gives no error bound at finite temperature and no thermodynamic limit.

```lean
/-- At `β = 0` the average of `S_z²` is `N/4` with `β`-derivative `-(∑ J_ij)/8`, and the energy
has `β`-derivative `-(3/16) ∑ J_ij²`. -/
theorem high_temperature_coefficients {N : ℕ} (J : Fin N → Fin N → ℝ) :
    thermalAvg (heisenberg J) (totalSz N * totalSz N) 0 = (N : ℂ) / 4 ∧
    HasDerivAt (thermalAvg (heisenberg J) (totalSz N * totalSz N))
      (-(∑ p ∈ bonds N, (J p.1 p.2 : ℂ)) / 8) 0 ∧
    HasDerivAt (thermalAvg (heisenberg J) (heisenberg J))
      (-(3/16) * ∑ p ∈ bonds N, (J p.1 p.2 : ℂ)^2) 0 := by
  obtain ⟨h0, hE, hM⟩ := heisenberg_moments J
  have h2 : (2:ℂ)^N ≠ 0 := pow_ne_zero N two_ne_zero
  refine ⟨?_, ?_, ?_⟩
  · have hS : trace (totalSz N * totalSz N) = (N : ℂ) * ((2:ℂ)^N / 4) := by
      rw [totalSz, Finset.sum_mul_sum]
      simp [Matrix.trace_sum, trace_two_spins]
    have h1 : trace (1 : Op N) = (2:ℂ)^N := by simp [Matrix.trace_one]
    rw [thermalAvg, neg_zero, zero_smul, NormedSpace.exp_zero, mul_one, hS, h1]
    field_simp
  · refine (thermalAvg_hasDerivAt h0 _).congr_deriv ?_
    rw [hM]
    field_simp
  · refine (thermalAvg_hasDerivAt h0 _).congr_deriv ?_
    rw [hE]
    field_simp

end

end HeisenbergHighTemperature
```

```lean
#print axioms HeisenbergHighTemperature.high_temperature_coefficients
```

```
'HeisenbergHighTemperature.high_temperature_coefficients' depends on axioms: [propext, Classical.choice, Quot.sound]
```
